# The energy step when one amplitude is added to a positive definite Hylleraas functional

Let a real positive definite matrix be split into blocks,

$$M=\begin{pmatrix}A & c\\ c^T & d\end{pmatrix},$$

where $A$ acts on the amplitudes already in the domain, $d$ is the diagonal element of one new amplitude, and the column $c$ couples the two. Let $v$ be the source of the old amplitudes and $w$ that of the new one. If $E$ is the minimum of $t^TAt+2v^Tt$ over the old amplitudes $t$, then the minimum in the enlarged domain is

$$E'=E-\frac{r^2}{S},\qquad r=w-c^TA^{-1}v,\qquad S=d-c^TA^{-1}c>0 .$$

The minimum is unchanged exactly when $r=0$. With the bare diagonal in place of $S$ one gets a lower bound on the gain: $r^2/d\le E-E'$.

## Ranking candidate amplitudes by their residual

In local second-order perturbation theory, the amplitudes are restricted to domains, and the second-order energy is the minimum of a Hylleraas functional over the amplitudes that are kept. Each amplitude multiplies an excited function. The matrix $M$ holds the elements, between these functions, of the zeroth-order Hamiltonian minus the zeroth-order energy of the reference, and the sources are the elements of the perturbation between these functions and the reference. For that quadratic functional, with $M$ and the sources held fixed, the identity gives the energy recovered by admitting one more amplitude.

The number $r$ is easy to obtain. The optimal old amplitudes are $t=-A^{-1}v$, so $r=w+c^Tt$, which is the residual of the new amplitude's equation evaluated with the old solution. No linear solve is needed beyond the one already done. This holds for converged amplitudes; before convergence, $w+c^Tt$ is in general a different number.

The denominator $S$ costs more, because evaluating $c^TA^{-1}c$ generally takes a further linear solve for each candidate. A code that ranks candidates by $r^2/d$ avoids this, and the inequality says how to read the result. If $r^2/d$ exceeds a threshold, so does the true gain. A small $r^2/d$ does not justify discarding the candidate, since the true gain is $d/S$ times as large, and this factor has no upper bound: for fixed $A$ and fixed $c\neq 0$ it grows without limit as $d$ decreases towards $c^TA^{-1}c$, where the enlarged matrix becomes singular.

"One amplitude" is meant literally. Adding one virtual orbital to a pair domain usually brings in several amplitudes, and the formula then applies to them one after another, with $A$, $c$ and $v$ updated each time.

## Relaxing the old amplitudes leaves a parabola

Write $s$ for the new amplitude. The enlarged functional is

$$t^TAt+2s\,c^Tt+ds^2+2v^Tt+2ws=\big[t^TAt+2(v+sc)^Tt\big]+ds^2+2ws .$$

At fixed $s$, the old amplitudes therefore see the same functional as before, with the shifted source $v+sc$.

The block $A$ is symmetric because $M$ is. Inserting $(t,0)$ with $t\ne0$ into the quadratic form of $M$ gives $t^TAt>0$, so $A$ is positive definite. For any source $u$ one can complete the square:

$$t^TAt+2u^Tt=(t+A^{-1}u)^TA(t+A^{-1}u)-u^TA^{-1}u .$$

The minimum is $-u^TA^{-1}u$, reached at $t=-A^{-1}u$. With $u=v$ this gives $E=-v^TA^{-1}v$. With $u=v+sc$ and the symmetry of $A^{-1}$ it gives

$$-u^TA^{-1}u=E-2s\,c^TA^{-1}v-s^2\,c^TA^{-1}c .$$

Adding $ds^2+2ws$ leaves a function of $s$ alone:

$$E+2rs+Ss^2 .$$

To see that the parabola opens upwards, insert $(-A^{-1}c,\,1)$ into the quadratic form of $M$:

$$c^TA^{-1}c-2c^TA^{-1}c+d=S .$$

The vector is not zero, so $S>0$. The minimum lies at $s_0=-r/S$, and its value is $E-r^2/S$.

The two consequences follow at once. The step $r^2/S$ vanishes only for $r=0$. Since $c^TA^{-1}c\ge0$, we have $0<S\le d$, and therefore $r^2/d\le r^2/S$.

## A two-amplitude example and the empty domain

Take $A=(2)$, $c=1$, $d=1$, $v=1$ and $w=0$. The determinant of $M$ is $1$ and its diagonal is positive, so $M$ is positive definite. The old minimum is $E=-\tfrac12$, at $t=-\tfrac12$. Then

$$r=0-\tfrac12=-\tfrac12,\qquad S=1-\tfrac12=\tfrac12,\qquad E'=-\tfrac12-\frac{1/4}{1/2}=-1 .$$

The new amplitude is $s_0=1$ and the old one relaxes to $t=-1$. Direct insertion confirms the value: $2-2+1-2=-1$. The new amplitude has no source of its own, yet it lowers the energy by $\tfrac12$ through its coupling. The bare-diagonal estimate gives $\tfrac14$, half the true gain. With $w=\tfrac12$ instead, the residual is zero and nothing is gained.

In the smallest case the original domain is empty. Then $E=0$, $r=w$ and $S=d$, and the new minimum is $-w^2/d$, the familiar second-order contribution of a single uncoupled amplitude.

## The derivation in Lean

The lemmas follow the order above. `quadratic_enlarged` expands the block form, and `hylleraas_enlarged` collects the terms into the shifted source. `posDef_of_enlarged` tests the form on `append t 0`. `hylleraas_isLeast` completes the square in its step `sq`, then shows that the value is attained and that it is a lower bound. `effective_diagonal_pos` tests the form on the vector $(-A^{-1}c,1)$. Two private lemmas supply the symmetry of $A$ and the equation $A(A^{-1}v)=v$.

In `domain_extension_step`, `hsym` is the symmetry of $A^{-1}$ between $v$ and $c$, and `relaxed` expands $u^TA^{-1}u$ for the shifted source. The optimal amplitude `s₀` is introduced through $s_0S=-r$, and `hstep` rewrites the step as $s_0^2S$, which removes the division from the rest of the argument. Attainment is shown by combining `s₀` with the old amplitudes relaxed at that value. For the lower bound, `nlinarith` receives the small-domain bound at fixed $s$ and the inequality $S(s-s_0)^2\ge0$.

`step_vanishes_iff` compares two values of the same minimum, and `diagonal_estimate_le` compares the denominators $d$ and $S$.

```lean
import Mathlib

open Matrix

namespace LocalCorrelationDomainStep

variable {n : Type*} [Fintype n]

/-- The Hylleraas functional `tᵀ M t + 2 vᵀ t` of the amplitudes `t`. -/
def hylleraas {m : Type*} [Fintype m] (M : Matrix m m ℝ) (v t : m → ℝ) : ℝ :=
  t ⬝ᵥ M *ᵥ t + 2 * (v ⬝ᵥ t)

/-- A vector on the domain `n` followed by one entry for the added function. -/
def append {n : Type*} (t : n → ℝ) (s : ℝ) : n ⊕ Unit → ℝ :=
  Sum.elim t (fun _ => s)

/-- The matrix of the enlarged domain, with blocks `A`, `c`, `cᵀ` and `d`. -/
def enlarged {n : Type*} (A : Matrix n n ℝ) (c : n → ℝ) (d : ℝ) :
    Matrix (n ⊕ Unit) (n ⊕ Unit) ℝ :=
  Matrix.fromBlocks A (Matrix.of fun i _ => c i) (Matrix.of fun _ j => c j)
    (Matrix.of fun _ _ => d)

/-- The quadratic form of the enlarged domain splits into the old form, the coupling
to the added function, and the diagonal term of that function. -/
theorem quadratic_enlarged (A : Matrix n n ℝ) (c t : n → ℝ) (d s : ℝ) :
    append t s ⬝ᵥ enlarged A c d *ᵥ append t s
      = t ⬝ᵥ A *ᵥ t + 2 * s * (c ⬝ᵥ t) + d * s ^ 2 := by
  have h : ∑ i, t i * (c i * s) = s * ∑ i, c i * t i := by
    rw [Finset.mul_sum]
    exact Finset.sum_congr rfl fun i _ => by ring
  simp only [append, enlarged, dotProduct, Matrix.mulVec, Fintype.sum_sum_type,
    Matrix.fromBlocks_apply₁₁, Matrix.fromBlocks_apply₁₂, Matrix.fromBlocks_apply₂₁,
    Matrix.fromBlocks_apply₂₂, Matrix.of_apply, Sum.elim_inl, Sum.elim_inr,
    Finset.univ_unique, Finset.sum_singleton, mul_add, Finset.sum_add_distrib]
  rw [h]
  ring

/-- At a fixed amplitude `s` of the added function, the old amplitudes feel a Hylleraas
functional with the shifted source `v + s c`. -/
theorem hylleraas_enlarged (A : Matrix n n ℝ) (c v t : n → ℝ) (d w s : ℝ) :
    hylleraas (enlarged A c d) (append v w) (append t s)
      = hylleraas A (v + s • c) t + d * s ^ 2 + 2 * w * s := by
  have h : append v w ⬝ᵥ append t s = v ⬝ᵥ t + w * s := by
    simp [append, dotProduct, Fintype.sum_sum_type]
  rw [hylleraas, quadratic_enlarged, h, hylleraas, add_dotProduct, smul_dotProduct,
    smul_eq_mul]
  ring

/-- If the matrix of the enlarged domain is positive definite, so is that of the
original domain. -/
theorem posDef_of_enlarged {A : Matrix n n ℝ} {c : n → ℝ} {d : ℝ}
    (hM : (enlarged A c d).PosDef) : A.PosDef := by
  refine Matrix.posDef_iff_dotProduct_mulVec.mpr
    ⟨Matrix.IsHermitian.ext fun i j => ?_, fun t ht => ?_⟩
  · simpa [enlarged] using hM.isHermitian.apply (Sum.inl i) (Sum.inl j)
  · have hne : append t 0 ≠ 0 := fun h0 => ht (funext fun i => congrFun h0 (Sum.inl i))
    have h := hM.dotProduct_mulVec_pos hne
    rw [star_trivial, quadratic_enlarged] at h
    rw [star_trivial]
    linarith

/-- A positive definite matrix, being symmetric, can be moved from one side of the scalar product to
the other. -/
private lemma move_symm {A : Matrix n n ℝ} (hA : A.PosDef) (x y : n → ℝ) :
    x ⬝ᵥ A *ᵥ y = (A *ᵥ x) ⬝ᵥ y := by
  have hT : Aᵀ = A := by
    ext i j
    simpa using hA.isHermitian.apply i j
  rw [Matrix.dotProduct_mulVec, ← Matrix.mulVec_transpose, hT]

variable [DecidableEq n]

/-- The vector `A⁻¹ v` solves the linear equations with positive definite matrix `A`
and right-hand side `v`. -/
private lemma mulVec_inv {A : Matrix n n ℝ} (hA : A.PosDef) (v : n → ℝ) :
    A *ᵥ (A⁻¹ *ᵥ v) = v := by
  rw [Matrix.mulVec_mulVec, Matrix.mul_nonsing_inv A hA.det_pos.ne'.isUnit,
    Matrix.one_mulVec]

/-- For a positive definite matrix the Hylleraas functional attains its minimum, and
the minimum is `-vᵀ A⁻¹ v`. -/
theorem hylleraas_isLeast {A : Matrix n n ℝ} (hA : A.PosDef) (v : n → ℝ) :
    IsLeast (Set.range (hylleraas A v)) (-(v ⬝ᵥ A⁻¹ *ᵥ v)) := by
  have hx := mulVec_inv hA v
  -- complete the square around the solution of the amplitude equations
  have sq : ∀ t, hylleraas A v t
      = (t + A⁻¹ *ᵥ v) ⬝ᵥ A *ᵥ (t + A⁻¹ *ᵥ v) - v ⬝ᵥ A⁻¹ *ᵥ v := by
    intro t
    have h := move_symm hA (A⁻¹ *ᵥ v) t
    rw [hx] at h
    rw [hylleraas, Matrix.mulVec_add, hx, dotProduct_add, add_dotProduct,
      add_dotProduct, h, dotProduct_comm t v, dotProduct_comm (A⁻¹ *ᵥ v) v]
    ring
  constructor
  · refine ⟨-(A⁻¹ *ᵥ v), ?_⟩
    rw [sq, neg_add_cancel, zero_dotProduct, zero_sub]
  · rintro _ ⟨t, rfl⟩
    have h := hA.posSemidef.dotProduct_mulVec_nonneg (t + A⁻¹ *ᵥ v)
    rw [star_trivial] at h
    rw [sq]
    linarith

/-- If the matrix of the enlarged domain is positive definite, the effective diagonal
element `d - cᵀ A⁻¹ c` of the added function is positive. -/
theorem effective_diagonal_pos {A : Matrix n n ℝ} {c : n → ℝ} {d : ℝ}
    (hM : (enlarged A c d).PosDef) : 0 < d - c ⬝ᵥ A⁻¹ *ᵥ c := by
  have hx := mulVec_inv (posDef_of_enlarged hM) c
  -- test the form on the added function dressed by the response of the old ones
  have hne : append (-(A⁻¹ *ᵥ c)) 1 ≠ 0 := fun h0 =>
    one_ne_zero (α := ℝ) (congrFun h0 (Sum.inr ()))
  have h := hM.dotProduct_mulVec_pos hne
  rw [star_trivial, quadratic_enlarged, Matrix.mulVec_neg, hx, neg_dotProduct,
    dotProduct_neg, dotProduct_neg, dotProduct_comm (A⁻¹ *ᵥ c) c] at h
  linarith

/-- Energy step of a domain extension: if the enlarged matrix is positive definite and
`E` is the minimum in the original domain, the minimum in the enlarged domain is
`E - (w - cᵀ A⁻¹ v)² / (d - cᵀ A⁻¹ c)`. -/
theorem domain_extension_step {A : Matrix n n ℝ} {c v : n → ℝ} {d w E : ℝ}
    (hM : (enlarged A c d).PosDef) (hE : IsLeast (Set.range (hylleraas A v)) E) :
    IsLeast (Set.range (hylleraas (enlarged A c d) (append v w)))
      (E - (w - c ⬝ᵥ A⁻¹ *ᵥ v) ^ 2 / (d - c ⬝ᵥ A⁻¹ *ᵥ c)) := by
  have hA := posDef_of_enlarged hM
  have hS := effective_diagonal_pos hM
  have hE' := hE.unique (hylleraas_isLeast hA v)
  have hsym : v ⬝ᵥ A⁻¹ *ᵥ c = c ⬝ᵥ A⁻¹ *ᵥ v := by
    have h := move_symm hA (A⁻¹ *ᵥ v) (A⁻¹ *ᵥ c)
    rw [mulVec_inv hA, mulVec_inv hA] at h
    rw [← h, dotProduct_comm]
  -- relaxing the old amplitudes at fixed `s` leaves a parabola in `s`
  have relaxed : ∀ s : ℝ, (v + s • c) ⬝ᵥ A⁻¹ *ᵥ (v + s • c)
      = v ⬝ᵥ A⁻¹ *ᵥ v + 2 * s * (c ⬝ᵥ A⁻¹ *ᵥ v) + s ^ 2 * (c ⬝ᵥ A⁻¹ *ᵥ c) := by
    intro s
    simp only [Matrix.mulVec_add, Matrix.mulVec_smul, dotProduct_add, add_dotProduct,
      smul_dotProduct, dotProduct_smul, smul_eq_mul, hsym]
    ring
  -- the optimal amplitude of the added function
  obtain ⟨s₀, hs⟩ : ∃ s : ℝ, s * (d - c ⬝ᵥ A⁻¹ *ᵥ c) = -(w - c ⬝ᵥ A⁻¹ *ᵥ v) :=
    ⟨-(w - c ⬝ᵥ A⁻¹ *ᵥ v) / (d - c ⬝ᵥ A⁻¹ *ᵥ c), div_mul_cancel₀ _ hS.ne'⟩
  have hstep : (w - c ⬝ᵥ A⁻¹ *ᵥ v) ^ 2 / (d - c ⬝ᵥ A⁻¹ *ᵥ c)
      = s₀ ^ 2 * (d - c ⬝ᵥ A⁻¹ *ᵥ c) := by
    rw [div_eq_iff hS.ne']
    linear_combination ((w - c ⬝ᵥ A⁻¹ *ᵥ v) - s₀ * (d - c ⬝ᵥ A⁻¹ *ᵥ c)) * hs
  rw [hstep, hE']
  constructor
  · obtain ⟨t, ht⟩ := (hylleraas_isLeast hA (v + s₀ • c)).1
    refine ⟨append t s₀, ?_⟩
    rw [hylleraas_enlarged, ht, relaxed]
    linear_combination 2 * s₀ * hs
  · rintro _ ⟨y, rfl⟩
    obtain ⟨t, s, rfl⟩ : ∃ t s, y = append t s :=
      ⟨fun i => y (Sum.inl i), y (Sum.inr ()), by ext (i | i) <;> rfl⟩
    have h := (hylleraas_isLeast hA (v + s • c)).2 ⟨t, rfl⟩
    rw [relaxed] at h
    rw [hylleraas_enlarged]
    have h1 := mul_nonneg hS.le (sq_nonneg (s - s₀))
    have h2 : s * (s₀ * (d - c ⬝ᵥ A⁻¹ *ᵥ c)) = s * -(w - c ⬝ᵥ A⁻¹ *ᵥ v) := by rw [hs]
    nlinarith [h, h1, h2]

/-- For a positive definite enlarged matrix, the extension leaves the minimum `E`
unchanged exactly when the source `w` of the added function equals `cᵀ A⁻¹ v`. -/
theorem step_vanishes_iff {A : Matrix n n ℝ} {c v : n → ℝ} {d w E : ℝ}
    (hM : (enlarged A c d).PosDef) (hE : IsLeast (Set.range (hylleraas A v)) E) :
    IsLeast (Set.range (hylleraas (enlarged A c d) (append v w))) E
      ↔ w = c ⬝ᵥ A⁻¹ *ᵥ v := by
  have h := domain_extension_step (w := w) hM hE
  constructor
  · intro hb
    have h0 : (w - c ⬝ᵥ A⁻¹ *ᵥ v) ^ 2 / (d - c ⬝ᵥ A⁻¹ *ᵥ c) = 0 := by
      linarith [hb.unique h]
    rcases div_eq_zero_iff.mp h0 with h1 | h1
    · exact sub_eq_zero.mp ((pow_eq_zero_iff two_ne_zero).mp h1)
    · exact absurd h1 (effective_diagonal_pos hM).ne'
  · intro hw
    rwa [sub_eq_zero.mpr hw, zero_pow two_ne_zero, zero_div, sub_zero] at h

/-- For a positive definite enlarged matrix, the estimate `(w - cᵀ A⁻¹ v)² / d` with the
bare diagonal element never exceeds the true lowering `E - E'` of the minimum. -/
theorem diagonal_estimate_le {A : Matrix n n ℝ} {c v : n → ℝ} {d w E E' : ℝ}
    (hM : (enlarged A c d).PosDef) (hE : IsLeast (Set.range (hylleraas A v)) E)
    (hE' : IsLeast (Set.range (hylleraas (enlarged A c d) (append v w))) E') :
    (w - c ⬝ᵥ A⁻¹ *ᵥ v) ^ 2 / d ≤ E - E' := by
  have hA := posDef_of_enlarged hM
  -- the coupling to the old functions can only lower the diagonal element
  have hc := hA.posSemidef.dotProduct_mulVec_nonneg (A⁻¹ *ᵥ c)
  rw [star_trivial, mulVec_inv hA, dotProduct_comm] at hc
  have h := div_le_div_of_nonneg_left (sq_nonneg (w - c ⬝ᵥ A⁻¹ *ᵥ v))
    (effective_diagonal_pos hM) (sub_le_self d hc)
  linarith [hE'.unique (domain_extension_step hM hE)]

end LocalCorrelationDomainStep
```

```lean
#print axioms LocalCorrelationDomainStep.step_vanishes_iff
#print axioms LocalCorrelationDomainStep.diagonal_estimate_le
```

```
'LocalCorrelationDomainStep.step_vanishes_iff' depends on axioms: [propext, Classical.choice, Quot.sound]
'LocalCorrelationDomainStep.diagonal_estimate_le' depends on axioms: [propext, Classical.choice, Quot.sound]
```

## What a code may take from the theorems, and what it must check itself

The old amplitudes are indexed by an arbitrary finite type `n`, and the enlarged domain is `n ⊕ Unit`, the old indices plus one. Amplitudes and sources are real functions on these types; `append v w` is the enlarged source and `enlarged A c d` the matrix $M$. The definition `hylleraas` fixes the factor 2 in the linear term, so a code with another normalisation must rescale its sources or energies first.

The statement `IsLeast (Set.range (hylleraas A v)) E` says that $E$ is a value of the functional and that no value lies below it. `domain_extension_step` takes this for the small domain and delivers it for the enlarged one, so optimal amplitudes exist there too. The hypothesis on $E$ only names the old minimum, whose existence is proved in `hylleraas_isLeast`.

The physical assumption is `(enlarged A c d).PosDef`. In second-order perturbation theory it means that the functions in the domain are linearly independent and that every combination of them lies above the reference in zeroth-order energy. It is assumed for the enlarged matrix only; positivity of $A$ and of $S$ is derived. A code can use this in reverse: if $S\le0$ for the true matrix elements, then $M$ was not positive definite.

Several matters stay with the code and its author:

- **Rounding.** The theorems concern real numbers. When the new function is nearly a linear combination of the old ones, $S$ is a small difference of larger numbers, and a computed value can lose most of its digits or even its sign.
- **The model.** The functional is quadratic, with real entries and with $A$ and $v$ unchanged by the extension. Coupled-cluster equations, whose amplitudes enter nonlinearly, do not have this form.
- **Several candidates.** The gains of two candidates, each computed from the same old domain, do not in general add up to the gain from admitting both. After one has been accepted, the residual and effective diagonal of the other have to be evaluated again.
- **Domain errors.** The step measures the effect of one amplitude. It says nothing about how far the enlarged domain still is from the full amplitude space.
